# Stationary heavy-ball error variance for one quadratic mode with unit white noise

## One mode, one momentum parameter, one unit of noise

Take a single parameter with energy $\tfrac12\lambda\theta^2$ and curvature $\lambda>0$, so that the minimum is at zero and the error after step $k$ is $e_k=\theta_k$. The gradient is known only up to a random error $\xi_k$ of mean zero. Gradient descent with step size $\alpha$ and heavy-ball momentum $\beta$ gives

$$e_{k+1}=e_k-\alpha(\lambda e_k+\xi_k)+\beta(e_k-e_{k-1})=(1+\beta-c)\,e_k-\beta\,e_{k-1}+w_k,$$

with $c=\alpha\lambda$ and $w_k=-\alpha\xi_k$. The noise is taken to be white, that is, uncorrelated between steps, and also uncorrelated with the starting errors, so $w_k$ is uncorrelated with the errors already present. Its variance is set to one, and this unit refers to the noise as it enters the update. For gradient noise of variance $\sigma^2$, the noise term in the covariance update, and with it every stationary covariance below, is multiplied by $\alpha^2\sigma^2$.

Energy gradients in variational Monte Carlo are estimated from finitely many samples and therefore carry a random error. White noise of constant variance is a simplified model of it: the actual error can depend on the parameters and can be correlated between steps. Within this model, and for one quadratic mode, the variance computed here measures how far the parameter keeps fluctuating around the minimum at fixed step size.

Matrix indices run over 0 and 1, as in Lean: index 0 is the current error and index 1 the previous one.

```lean
import Mathlib

open Matrix

namespace HeavyBallNoise

noncomputable section
```

The pair $(e_k,e_{k-1})^T$ is propagated by

$$F=\begin{pmatrix}1+\beta-c&-\beta\\1&0\end{pmatrix}.$$

The second row moves the current error into the place of the previous one.

```lean
/-- The heavy-ball matrix acting on the pair (current error, previous error), with momentum `β`
and `c` the step size times the curvature. -/
def heavyBall (β c : ℝ) : Matrix (Fin 2) (Fin 2) ℝ := !![1 + β - c, -β; 1, 0]
```

If $P$ is the covariance matrix of the pair, one step turns it into $FPF^T+\mathrm{diag}(1,0)$. The noise contributes only to the entry of the new error. Here this map is a definition on all real $2\times2$ matrices; its derivation from random errors comes at the end.

```lean
/-- The covariance update of one heavy-ball step with unit white noise. -/
def covStep (β c : ℝ) (P : Matrix (Fin 2) (Fin 2) ℝ) : Matrix (Fin 2) (Fin 2) ℝ :=
  heavyBall β c * P * (heavyBall β c)ᵀ + !![1, 0; 0, 0]
```

## Candidates for the stationary entries

A stationary covariance satisfies $P=FPF^T+\mathrm{diag}(1,0)$. The candidate for its variance is

$$v=\frac{1+\beta}{(1-\beta)\,c\,(2(1+\beta)-c)}.$$

```lean
/-- The closed formula for the stationary error variance. -/
def errorVariance (β c : ℝ) : ℝ := (1 + β) / ((1 - β) * c * (2 * (1 + β) - c))
```

The candidate for the covariance of two successive errors is $p=\dfrac{1+\beta-c}{1+\beta}\,v$.

```lean
/-- The closed formula for the covariance of two successive errors. -/
def crossCovariance (β c : ℝ) : ℝ := (1 + β - c) / (1 + β) * errorVariance β c
```

In a stationary state the current and previous errors have the same variance, so the candidate matrix has $v$ twice on the diagonal and $p$ twice off it.

```lean
/-- The candidate for the stationary covariance matrix of two successive errors, assembled from the
closed formulas. -/
def stationaryCov (β c : ℝ) : Matrix (Fin 2) (Fin 2) ℝ :=
  !![errorVariance β c, crossCovariance β c; crossCovariance β c, errorVariance β c]
```

## The update entry by entry

Write $a=1+\beta-c$. Multiplying out $FPF^T+\mathrm{diag}(1,0)$ gives

$$\begin{pmatrix}a^2P_{00}-a\beta(P_{01}+P_{10})+\beta^2P_{11}+1 & aP_{00}-\beta P_{10}\\ aP_{00}-\beta P_{01}&P_{00}\end{pmatrix}.$$

The two off-diagonal entries of $P$ are kept apart, because symmetry is not assumed. The proof expands the matrix products as sums over two indices, and `simp` and `ring` settle the four entries.

```lean
/-- The covariance update written out entry by entry. -/
theorem covStep_eq (β c : ℝ) (P : Matrix (Fin 2) (Fin 2) ℝ) :
    covStep β c P =
      !![(1 + β - c) ^ 2 * P 0 0 - (1 + β - c) * β * (P 0 1 + P 1 0) + β ^ 2 * P 1 1 + 1,
         (1 + β - c) * P 0 0 - β * P 1 0;
         (1 + β - c) * P 0 0 - β * P 0 1, P 0 0] := by
  ext i j
  simp only [covStep, heavyBall, Matrix.add_apply, Matrix.mul_apply, Matrix.transpose_apply,
    Fin.sum_univ_two]
  fin_cases i <;> fin_cases j <;> simp <;> ring
```

## Noise balance

Stationarity is now four scalar equations. The last one says $P_{11}=P_{00}$. Adding the two off-diagonal ones gives

$$(1+\beta)(P_{01}+P_{10})=2aP_{00}.$$

Multiply the first equation by $1+\beta$ and insert both results:

$$(1+\beta)P_{00}=(1+\beta)(a^2+\beta^2)P_{00}-2a^2\beta P_{00}+(1+\beta).$$

Collecting the terms in $P_{00}$ yields

$$P_{00}\,(1-\beta)\left[(1+\beta)^2-a^2\right]=1+\beta .$$

Since $(1+\beta)^2-a^2=c\,(2(1+\beta)-c)$, this is the balance

$$P_{00}\,(1-\beta)\,c\,(2(1+\beta)-c)=1+\beta .$$

No division has been made, so the identity holds for all real $\beta$ and $c$ for which a stationary solution exists. In the proof, `h00` to `h11` are the four equations, and the coefficients given to `linear_combination` are the multipliers of this elimination.

```lean
/-- Noise balance: in any stationary solution the error variance times
`(1 - β) c (2 (1 + β) - c)` equals `1 + β`. -/
theorem variance_balance {β c : ℝ} {P : Matrix (Fin 2) (Fin 2) ℝ} (h : P = covStep β c P) :
    P 0 0 * ((1 - β) * c * (2 * (1 + β) - c)) = 1 + β := by
  rw [covStep_eq] at h
  have h00 : P 0 0 = (1 + β - c) ^ 2 * P 0 0 - (1 + β - c) * β * (P 0 1 + P 1 0)
      + β ^ 2 * P 1 1 + 1 := congrFun (congrFun h 0) 0
  have h01 : P 0 1 = (1 + β - c) * P 0 0 - β * P 1 0 := congrFun (congrFun h 0) 1
  have h10 : P 1 0 = (1 + β - c) * P 0 0 - β * P 0 1 := congrFun (congrFun h 1) 0
  have h11 : P 1 1 = P 0 0 := congrFun (congrFun h 1) 1
  -- eliminate the cross-covariances and the previous variance
  linear_combination (1 + β) * h00 + β ^ 2 * (1 + β) * h11 - (1 + β - c) * β * (h01 + h10)
```

## Exactly one stationary covariance

Let $|\beta|<1$ and $0<c<2(1+\beta)$. Then $1+\beta$, $1-\beta$ and the factor multiplying $P_{00}$ in the balance are all nonzero.

For uniqueness, the balance gives $P_{00}=v$, and hence $P_{11}=v$. Subtracting the two off-diagonal equations gives $(1-\beta)(P_{01}-P_{10})=0$, so $P$ is symmetric. Either off-diagonal equation then reads $(1+\beta)P_{01}=aP_{00}$, which gives $P_{01}=p$.

For existence, insert $v$ and $p$. The off-diagonal equations reduce to $(1+\beta)p=av$, which is the definition of $p$. The first equation, multiplied by $1+\beta$, becomes the balance for $v$.

The theorem has three parts: the candidate matrix is symmetric, its entry `0 0` is the stated fraction, and a real $2\times2$ matrix `P` satisfies `P = covStep β c P` if and only if it equals `stationaryCov β c`. The equivalence contains both existence and uniqueness, among all real matrices and not only the symmetric ones. In the proof, `hv` is the balance for $v$ and `hx` the relation between $p$ and $v$. The cancellation lemmas carry out the divisions by nonzero factors.

The theorem concerns the fixed point, not the approach to it. That repeated updates converge to it is a further statement, not proved here, which rests on the eigenvalues of $F$ lying inside the unit circle. The theorem also does not state that the solution is positive definite, as the covariance matrix of two linearly independent errors must be, but this is quickly seen: $v>0$, and $|1+\beta-c|<1+\beta$ gives $|p|<v$, so both eigenvalues $v\pm p$ of the candidate matrix are positive.

```lean
/-- For `|β| < 1` and `0 < c < 2 (1 + β)` the stationary covariance equation has exactly one real
solution; it is symmetric, and its first entry is the stated error variance. -/
theorem stationary_covariance {β c : ℝ} (hβ : |β| < 1) (hc : 0 < c) (hc' : c < 2 * (1 + β)) :
    (stationaryCov β c).IsSymm ∧
    stationaryCov β c 0 0 = (1 + β) / ((1 - β) * c * (2 * (1 + β) - c)) ∧
    ∀ P : Matrix (Fin 2) (Fin 2) ℝ, P = covStep β c P ↔ P = stationaryCov β c := by
  obtain ⟨hl, hr⟩ := abs_lt.1 hβ
  have hp : 1 + β ≠ 0 := by linarith
  have hm : 1 - β ≠ 0 := by linarith
  have hD : (1 - β) * c * (2 * (1 + β) - c) ≠ 0 :=
    mul_ne_zero (mul_ne_zero hm hc.ne') (by linarith)
  have hv : errorVariance β c * ((1 - β) * c * (2 * (1 + β) - c)) = 1 + β :=
    div_mul_cancel₀ _ hD
  have hx : crossCovariance β c * (1 + β) = (1 + β - c) * errorVariance β c := by
    unfold crossCovariance
    field_simp
  refine ⟨?_, rfl, fun P => ⟨fun h => ?_, ?_⟩⟩
  · ext i j
    fin_cases i <;> fin_cases j <;> rfl
  · -- uniqueness: the balance fixes the variance, the other entries follow
    have h0 : P 0 0 = errorVariance β c :=
      mul_right_cancel₀ hD ((variance_balance h).trans hv.symm)
    rw [covStep_eq] at h
    have h01 : P 0 1 = (1 + β - c) * P 0 0 - β * P 1 0 := congrFun (congrFun h 0) 1
    have h10 : P 1 0 = (1 + β - c) * P 0 0 - β * P 0 1 := congrFun (congrFun h 1) 0
    have h11 : P 1 1 = P 0 0 := congrFun (congrFun h 1) 1
    have hs : P 0 1 = P 1 0 := mul_left_cancel₀ hm (by linear_combination h01 - h10)
    have h1 : P 0 1 = crossCovariance β c := by
      apply mul_right_cancel₀ hp
      rw [hx, ← h0]
      linear_combination h01 + β * hs
    ext i j
    fin_cases i <;> fin_cases j
    exacts [h0, h1, hs.symm.trans h1, h11.trans h0]
  · -- existence: the closed formulas solve all four equations
    rintro rfl
    rw [covStep_eq]
    have e0 : errorVariance β c = (1 + β - c) ^ 2 * errorVariance β c
        - (1 + β - c) * β * (crossCovariance β c + crossCovariance β c)
        + β ^ 2 * errorVariance β c + 1 := by
      apply mul_left_cancel₀ hp
      linear_combination hv + 2 * (1 + β - c) * β * hx
    have e1 : crossCovariance β c
        = (1 + β - c) * errorVariance β c - β * crossCovariance β c := by
      linear_combination hx
    ext i j
    fin_cases i <;> fin_cases j
    exacts [e0, e1, e1, rfl]
```

## The step-size limit follows from a nonnegative variance

The upper bound on $c$ matters already without momentum. For $\beta=0$ and $c=2$, the first stationarity equation reads $P_{00}=P_{00}+1$, which has no solution: each step reverses the sign of the old error without shrinking it and adds new noise, so the variance grows by one per step. For $\beta=0$ and $c=3$ it reads $P_{00}=4P_{00}+1$, so $P_{00}=-\tfrac13$. The matrix equation can be solved, but the solution is not a covariance.

This holds more generally. Let $|\beta|<1$ and let $P$ be a stationary solution with $P_{00}\ge0$. The right side of the balance is positive, and so is $1-\beta$, hence $c\,(2(1+\beta)-c)>0$. If $c\le0$, the second factor is positive and the product is not. If $c\ge2(1+\beta)$, then $c$ is positive and the second factor is not. Both cases are excluded, which leaves $0<c<2(1+\beta)$. The proof argues by contradiction in the same way, with `nlinarith` supplying the sign arguments.

```lean
/-- For `|β| < 1`, a stationary solution with nonnegative error variance exists only
if `0 < c < 2 (1 + β)`. -/
theorem stable_of_stationary {β c : ℝ} (hβ : |β| < 1) {P : Matrix (Fin 2) (Fin 2) ℝ}
    (h : P = covStep β c P) (hP : 0 ≤ P 0 0) : 0 < c ∧ c < 2 * (1 + β) := by
  obtain ⟨hl, hr⟩ := abs_lt.1 hβ
  have hb := variance_balance h
  have hpos : 0 < c * (2 * (1 + β) - c) := by
    by_contra hn
    have h1 := mul_nonpos_of_nonneg_of_nonpos
      (mul_nonneg hP (by linarith : (0 : ℝ) ≤ 1 - β)) (not_lt.1 hn)
    nlinarith
  constructor
  · by_contra hn
    nlinarith
  · by_contra hn
    nlinarith
```

## When momentum increases the variance

Compare with plain gradient descent, $\beta=0$, at the same $c$ and the same noise. Its stationary variance is $1/(c(2-c))$ for $0<c<2$. For $0<\beta<1$ both denominators are positive, and momentum gives the larger variance exactly when

$$(1-\beta)\,c\,(2(1+\beta)-c)<(1+\beta)\,c\,(2-c).$$

The right side minus the left side is $2\beta c\,(1+\beta-c)$, so the condition is $c<1+\beta$.

For small $c$ the variance grows by a factor close to $1/(1-\beta)$, about ten at $\beta=0.9$. For $1+\beta<c<2$ momentum lowers the variance. The comparison holds the step size fixed; it does not weigh the noise against the speed of convergence.

In the proof, `div_lt_div_iff₀` clears the denominators, and the sign of $2\beta c\,(1+\beta-c)$ decides each direction.

```lean
/-- At equal `c` in `(0, 2)`, momentum `0 < β < 1` gives a larger stationary error variance than
no momentum exactly when `c < 1 + β`. -/
theorem momentum_amplifies_iff {β c : ℝ} (hβ : 0 < β) (hβ' : β < 1) (hc : 0 < c) (hc' : c < 2) :
    errorVariance 0 c < errorVariance β c ↔ c < 1 + β := by
  have h0 : 0 < (1 - 0) * c * (2 * (1 + 0) - c) :=
    mul_pos (mul_pos (by norm_num) hc) (by linarith)
  have h1 : 0 < (1 - β) * c * (2 * (1 + β) - c) :=
    mul_pos (mul_pos (by linarith) hc) (by linarith)
  have hk : 0 < 2 * β * c := by positivity
  unfold errorVariance
  rw [div_lt_div_iff₀ h0 h1]
  constructor
  · intro h
    by_contra hn
    have := mul_nonneg hk.le (sub_nonneg.2 (not_lt.1 hn))
    nlinarith
  · intro h
    have := mul_pos hk (sub_pos.2 h)
    nlinarith
```

## The covariance update derived from random errors

Centred random variables with finite variance, identified when they agree almost surely, form a real inner product space in which the inner product of two variables is their covariance. The type `H` stands for any such space. The errors and the noise are vectors `x`, `y` and `w` in it, and no probability measure appears. The next error is $(1+\beta-c)x-\beta y+w$.

```lean
section RandomErrors

variable {H : Type*} [NormedAddCommGroup H] [InnerProductSpace ℝ H]

/-- The heavy-ball error after one step from current error `x`, previous error `y`, noise `w`. -/
def nextError (β c : ℝ) (x y w : H) : H := (1 + β - c) • x - β • y + w
```

The covariance matrix of two errors is their Gram matrix, the table of inner products.

```lean
/-- The covariance matrix of two centred random variables, with covariance as inner product. -/
def covariance (x y : H) : Matrix (Fin 2) (Fin 2) ℝ :=
  !![inner ℝ x x, inner ℝ x y; inner ℝ y x, inner ℝ y y]
```

Let $\langle w,w\rangle=1$ and $\langle x,w\rangle=\langle y,w\rangle=0$, and call the next error $x'$. With $a=1+\beta-c$ as before, expanding the inner products gives

$$\langle x',x'\rangle=a^2\langle x,x\rangle-a\beta\left(\langle x,y\rangle+\langle y,x\rangle\right)+\beta^2\langle y,y\rangle+1,$$

$$\langle x',x\rangle=a\langle x,x\rangle-\beta\langle y,x\rangle,\qquad \langle x,x'\rangle=a\langle x,x\rangle-\beta\langle x,y\rangle .$$

Together with $\langle x,x\rangle$ in the last place, these are the four entries of the covariance update. If a step leaves the covariance matrix unchanged, that matrix therefore solves the stationarity equation, and its variance is the $v$ found above whenever $|\beta|<1$ and $0<c<2(1+\beta)$.

The theorem treats a single step. Whiteness enters as the two orthogonality conditions, which in a long run must hold anew at every step. They stand for gradient samples drawn independently each time; noise correlated between steps would add cross terms. The proof establishes the three expansions as `h00`, `h01` and `h10` by bilinearity and compares them with the entries of `covStep_eq`.

```lean
/-- Noise of unit variance, uncorrelated with the current and previous errors, changes their
covariance matrix by the covariance update. -/
theorem covariance_nextError (β c : ℝ) {x y w : H} (hw : inner ℝ w w = 1)
    (hx : inner ℝ x w = 0) (hy : inner ℝ y w = 0) :
    covariance (nextError β c x y w) x = covStep β c (covariance x y) := by
  have hx' : inner ℝ w x = 0 := by rw [real_inner_comm]; exact hx
  have hy' : inner ℝ w y = 0 := by rw [real_inner_comm]; exact hy
  have h00 : inner ℝ (nextError β c x y w) (nextError β c x y w) =
      (1 + β - c) ^ 2 * inner ℝ x x - (1 + β - c) * β * (inner ℝ x y + inner ℝ y x)
      + β ^ 2 * inner ℝ y y + 1 := by
    simp only [nextError, inner_add_left, inner_add_right, inner_sub_left, inner_sub_right,
      real_inner_smul_left, real_inner_smul_right, hx, hy, hx', hy', hw]
    ring
  have h01 : inner ℝ (nextError β c x y w) x =
      (1 + β - c) * inner ℝ x x - β * inner ℝ y x := by
    simp only [nextError, inner_add_left, inner_sub_left, real_inner_smul_left, hx', add_zero]
  have h10 : inner ℝ x (nextError β c x y w) =
      (1 + β - c) * inner ℝ x x - β * inner ℝ x y := by
    simp only [nextError, inner_add_right, inner_sub_right, real_inner_smul_right, hx, add_zero]
  rw [covStep_eq]
  ext i j
  fin_cases i <;> fin_cases j
  exacts [h00, h01, h10, rfl]


end RandomErrors
```

Three vectors in three-dimensional Euclidean space satisfy these conditions: $x=(1,0,0)$, $y=(1,2,0)$ and $w=(0,0,1)$. The two errors are correlated, since $\langle x,y\rangle=1$, while the noise is orthogonal to both. They illustrate one step and not a stationary state, because $\langle x,x\rangle=1$ and $\langle y,y\rangle=5$ differ. The proof writes the inner product as a sum over three components and evaluates it.

```lean
/-- Three explicit vectors serve as current error, previous error and uncorrelated unit noise. -/
theorem covariance_nextError_witness :
    let x : EuclideanSpace ℝ (Fin 3) := !₂[1, 0, 0]
    let y : EuclideanSpace ℝ (Fin 3) := !₂[1, 2, 0]
    let w : EuclideanSpace ℝ (Fin 3) := !₂[0, 0, 1]
    inner ℝ w w = 1 ∧ inner ℝ x w = 0 ∧ inner ℝ y w = 0 := by
  intro x y w
  have hin : ∀ a b c d e f : ℝ, inner ℝ (!₂[a, b, c] : EuclideanSpace ℝ (Fin 3)) !₂[d, e, f]
      = a * d + b * e + c * f := by
    intro a b c d e f
    simp [PiLp.inner_apply, Fin.sum_univ_succ]
    ring
  have hw : inner ℝ w w = 1 := (hin _ _ _ _ _ _).trans (by norm_num)
  have hx : inner ℝ x w = 0 := (hin _ _ _ _ _ _).trans (by norm_num)
  have hy : inner ℝ y w = 0 := (hin _ _ _ _ _ _).trans (by norm_num)
  exact ⟨hw, hx, hy⟩

end

end HeavyBallNoise
```

```lean
#print axioms HeavyBallNoise.stationary_covariance
#print axioms HeavyBallNoise.stable_of_stationary
#print axioms HeavyBallNoise.momentum_amplifies_iff
#print axioms HeavyBallNoise.covariance_nextError
```

```
'HeavyBallNoise.stationary_covariance' depends on axioms: [propext, Classical.choice, Quot.sound]
'HeavyBallNoise.stable_of_stationary' depends on axioms: [propext, Classical.choice, Quot.sound]
'HeavyBallNoise.momentum_amplifies_iff' depends on axioms: [propext, Classical.choice, Quot.sound]
'HeavyBallNoise.covariance_nextError' depends on axioms: [propext, Classical.choice, Quot.sound]
```
